# For a single transition at fixed coupling, closing the gap removes the AXK correction but not SOSEX

## One transition with gap 1 and coupling 3/2

Take one electronic transition with gap $D=1$ and coupling $K=3/2$, in the same energy units. At imaginary frequency $iw$, its non-interacting response multiplied by the coupling, with the sign reversed, is $x(w)=3/(1+w^2)$. This dimensionless product is called the response function below. It gives

$$1+x(w)=\frac{4+w^2}{1+w^2}.$$

The interaction has shifted the excitation energy from $1$ to $\Omega=2$. The random-phase approximation (RPA) gives the correlation energy $-1/4$. Two exchange corrections to it are second-order screened exchange (SOSEX) and the approximate exchange kernel (AXK). With an exchange matrix element half the direct one, as for one doubly occupied and one empty orbital, they give $1/8$ and $1/16$. The ratio AXK/SOSEX is $1/2$, the bare excitation energy divided by the shifted one. When the gap closes at fixed coupling, this ratio goes to zero.

## Three energies from one response function

For general $D,K>0$ let

$$x(w)=\frac{2DK}{D^2+w^2},\qquad \Omega=\sqrt{D^2+2DK},$$

and define

$$\begin{aligned}
\mathrm{RPA}&=\frac1{2\pi}\int_0^\infty[\ln(1+x)-x]\,dw,\\
\mathrm{SOSEX}&=\frac1{4\pi}\int_0^\infty[x-\ln(1+x)]\,dw,\\
\mathrm{AXK}&=\frac1{4\pi}\int_0^\infty\Big[\ln(1+x)-\frac{x}{1+x}\Big]dw.
\end{aligned}$$

The positive constant $K$ stands for a repulsive interaction of the transition density with itself. The three integrals are taken as definitions and are not derived from a many-electron Hamiltonian. The prefactors of SOSEX and AXK set the exchange matrix element to half the direct one, as for one doubly occupied and one empty orbital. In general both corrections need separate exchange integrals and are not functions of $x$ alone.

## Closed forms by hand

Since $\frac{d}{dw}\arctan(w/a)=a/(a^2+w^2)$, for $a>0$ and $c\ge0$

$$\int_0^\infty\frac{c}{a^2+w^2}\,dw=\frac{c\pi}{2a}.$$

For $0<a\le b$, the function $\ln(b^2+w^2)-\ln(a^2+w^2)$ has the antiderivative

$$F(w)=w\ln\frac{b^2+w^2}{a^2+w^2}+2b\arctan\frac wb-2a\arctan\frac wa.$$

The extra terms in $F'$ cancel, because $\frac{2w^2}{c^2+w^2}+\frac{2c^2}{c^2+w^2}=2$ for both $c=b$ and $c=a$. From $\ln y\le y-1$,

$$0\le w\ln\frac{b^2+w^2}{a^2+w^2}\le\frac{w(b^2-a^2)}{a^2+w^2}\le\frac{b^2-a^2}{w}\to0.$$

Hence the integral is $F(\infty)-F(0)=\pi(b-a)$.

Now $1+x=(\Omega^2+w^2)/(D^2+w^2)$ and $x/(1+x)=2DK/(\Omega^2+w^2)$, so

$$\int_0^\infty\ln(1+x)\,dw=\pi(\Omega-D),\quad \int_0^\infty x\,dw=\pi K,\quad \int_0^\infty\frac{x}{1+x}\,dw=\frac{\pi DK}{\Omega}.$$

Therefore

$$\mathrm{RPA}=\frac{\Omega-D-K}{2},\quad \mathrm{SOSEX}=\frac{D+K-\Omega}{4},\quad \mathrm{AXK}=\frac{\Omega-D-DK/\Omega}{4}.$$

Inserting $2DK=\Omega^2-D^2$ gives $\mathrm{SOSEX}=(\Omega-D)^2/(8D)$ and $\mathrm{AXK}=(\Omega-D)^2/(8\Omega)$, hence $\mathrm{AXK}=(D/\Omega)\,\mathrm{SOSEX}$.

## Small and large gaps

As $D\to0^+$ at fixed $K$, $\Omega\to0$, so RPA tends to $-K/2$ and SOSEX to $K/4$. Because $0<DK/\Omega\le\Omega$, AXK lies between $-D/4$ and $\Omega/4$ and tends to $0$.

For large $D$ write $\Omega=Ds$ with $s=\sqrt{1+2K/D}\to1$. Rationalising,

$$D+K-\Omega=\frac{(D+K)^2-\Omega^2}{D+K+\Omega}=\frac{K^2}{D+K+\Omega},$$

$$D\cdot\mathrm{SOSEX}=\frac{K^2}{4(1+K/D+s)}\to\frac{K^2}{8}.$$

Since $\mathrm{RPA}=-2\,\mathrm{SOSEX}$ and $\mathrm{AXK}=\mathrm{SOSEX}/s$, the other two limits are $-K^2/4$ and $K^2/8$.

For electronic structure this means that, in a one-transition model with fixed coupling, the two corrections agree to leading order at large gap but differ by $K/4$ in the small-gap limit. In a real molecule the coupling changes along with the gap.

## A gap of exactly zero, and attractive coupling

The closed forms need $D>0$. At $D=0$ and $K=1$ the response vanishes for every $w>0$, so the RPA integral is $0$, whereas the formula would give $-1/2$. For small positive $D$ the response is a narrow peak at $w=0$ whose area over $w>0$ stays $\pi K$.

The derivation of the closed forms also covers weak attraction, $-D/2<K<0$, which the Lean theorems do not treat. There $0<\Omega<D$, the two logarithms exchange roles, and the closed forms are unchanged.

## The statements in Lean

`response D K w` is $x(w)$ and `rpaFreq D K` is $\Omega$. The energies `rpa`, `sosex` and `axk` are Lebesgue integrals over `Ioi 0`, the frequencies $w>0$, with the prefactors above. All quantities are real numbers, and positivity of `D` and `K` enters as hypotheses of the theorems.

`energies_closed_form` states the three closed forms, and `axk_eq_ratio_mul_sosex` the exact ratio. In `small_gap_limits` the filter `𝓝[>] 0` means that $D$ approaches zero from above; in `large_gap_limits`, `atTop` means $D\to\infty$. Both hold $K$ fixed. Systems with several coupled transitions are not covered.

```lean
import Mathlib

open MeasureTheory Set Filter Topology
open scoped Real

namespace RPAExchangeCorrections

noncomputable section

/-- The two-level response function `x(w) = 2DK/(D² + w²)` at imaginary frequency `w`,
for gap `D > 0` and coupling `K`. -/
def response (D K w : ℝ) : ℝ := 2 * D * K / (D ^ 2 + w ^ 2)

/-- The shifted excitation energy `Ω = √(D² + 2DK)`, for `D, K ≥ 0`. -/
def rpaFreq (D K : ℝ) : ℝ := Real.sqrt (D ^ 2 + 2 * D * K)

/-- The RPA correlation energy as a frequency integral, for `D, K > 0`. -/
def rpa (D K : ℝ) : ℝ :=
  1 / (2 * π) * ∫ w in Ioi (0 : ℝ), (Real.log (1 + response D K w) - response D K w)

/-- The SOSEX correction as a frequency integral, for `D, K > 0`. -/
def sosex (D K : ℝ) : ℝ :=
  1 / (4 * π) * ∫ w in Ioi (0 : ℝ), (response D K w - Real.log (1 + response D K w))

/-- The AXK correction as a frequency integral, for `D, K > 0`. -/
def axk (D K : ℝ) : ℝ :=
  1 / (4 * π) * ∫ w in Ioi (0 : ℝ),
    (Real.log (1 + response D K w) - response D K w / (1 + response D K w))

/-- For `D, K > 0` the shifted excitation energy is positive and its square is `D² + 2DK`. -/
theorem rpaFreq_pos_sq {D K : ℝ} (hD : 0 < D) (hK : 0 < K) :
    0 < rpaFreq D K ∧ rpaFreq D K ^ 2 = D ^ 2 + 2 * D * K :=
  ⟨Real.sqrt_pos.2 (by positivity), Real.sq_sqrt (by positivity)⟩

/-- The derivative of `arctan (w/a)` is the Lorentzian `a/(a² + w²)`. -/
theorem hasDerivAt_arctan_div {a : ℝ} (ha : 0 < a) (w : ℝ) :
    HasDerivAt (fun w => Real.arctan (w / a)) (a / (a ^ 2 + w ^ 2)) w := by
  refine (((hasDerivAt_id' w).div_const a).arctan).congr_deriv ?_
  have h : a ^ 2 + w ^ 2 ≠ 0 := by positivity
  have h2 : 1 + (w / a) ^ 2 = (a ^ 2 + w ^ 2) / a ^ 2 := by field_simp
  rw [h2]
  field_simp

/-- For `a > 0` and `c ≥ 0`, `c/(a² + w²)` is integrable over `w > 0`, with integral `cπ/(2a)`. -/
theorem lorentzian_integral {a c : ℝ} (ha : 0 < a) (hc : 0 ≤ c) :
    IntegrableOn (fun w => c / (a ^ 2 + w ^ 2)) (Ioi 0) ∧
      ∫ w in Ioi (0 : ℝ), c / (a ^ 2 + w ^ 2) = c * π / (2 * a) := by
  have hd : ∀ w ∈ Ici (0 : ℝ), HasDerivAt (fun w => c / a * Real.arctan (w / a))
      (c / (a ^ 2 + w ^ 2)) w := by
    intro w _
    refine ((hasDerivAt_arctan_div ha w).const_mul (c / a)).congr_deriv ?_
    have h : a ^ 2 + w ^ 2 ≠ 0 := by positivity
    field_simp
  have hp : ∀ w ∈ Ioi (0 : ℝ), 0 ≤ c / (a ^ 2 + w ^ 2) := fun w _ => by positivity
  have hl : Tendsto (fun w => c / a * Real.arctan (w / a)) atTop (𝓝 (c / a * (π / 2))) :=
    ((Real.tendsto_arctan_atTop.mono_right nhdsWithin_le_nhds).comp
      (tendsto_id.atTop_div_const ha)).const_mul _
  refine ⟨integrableOn_Ioi_deriv_of_nonneg' hd hp hl,
    (integral_Ioi_of_hasDerivAt_of_nonneg' hd hp hl).trans ?_⟩
  simp only [zero_div, Real.arctan_zero, mul_zero]
  ring

/-- For `0 < a ≤ b`, `ln(b² + w²) - ln(a² + w²)` is integrable over `w > 0`,
with integral `π(b - a)`. -/
theorem log_integral {a b : ℝ} (ha : 0 < a) (hab : a ≤ b) :
    IntegrableOn (fun w => Real.log (b ^ 2 + w ^ 2) - Real.log (a ^ 2 + w ^ 2)) (Ioi 0) ∧
      ∫ w in Ioi (0 : ℝ), (Real.log (b ^ 2 + w ^ 2) - Real.log (a ^ 2 + w ^ 2))
        = π * (b - a) := by
  have hb : 0 < b := ha.trans_le hab
  have hlog : ∀ c : ℝ, 0 < c → ∀ w : ℝ,
      HasDerivAt (fun w => Real.log (c ^ 2 + w ^ 2)) (2 * w / (c ^ 2 + w ^ 2)) w := by
    intro c hc w
    have h : c ^ 2 + w ^ 2 ≠ 0 := by positivity
    exact (((hasDerivAt_pow 2 w).const_add (c ^ 2)).log h).congr_deriv (by simp)
  have he : ∀ c : ℝ, 0 < c → ∀ w : ℝ,
      w * (2 * w / (c ^ 2 + w ^ 2)) + 2 * c * (c / (c ^ 2 + w ^ 2)) = 2 := by
    intro c hc w
    have h : c ^ 2 + w ^ 2 ≠ 0 := by positivity
    calc _ = 2 * ((c ^ 2 + w ^ 2) / (c ^ 2 + w ^ 2)) := by ring
      _ = 2 := by rw [div_self h, mul_one]
  have hd : ∀ w ∈ Ici (0 : ℝ), HasDerivAt
      (fun w => w * (Real.log (b ^ 2 + w ^ 2) - Real.log (a ^ 2 + w ^ 2)) +
        (2 * b * Real.arctan (w / b) - 2 * a * Real.arctan (w / a)))
      (Real.log (b ^ 2 + w ^ 2) - Real.log (a ^ 2 + w ^ 2)) w := by
    intro w _
    refine (((hasDerivAt_id' w).fun_mul ((hlog b hb w).fun_sub (hlog a ha w))).fun_add
      (((hasDerivAt_arctan_div hb w).const_mul (2 * b)).fun_sub
        ((hasDerivAt_arctan_div ha w).const_mul (2 * a)))).congr_deriv ?_
    linear_combination he b hb w - he a ha w
  have hp : ∀ w ∈ Ioi (0 : ℝ),
      0 ≤ Real.log (b ^ 2 + w ^ 2) - Real.log (a ^ 2 + w ^ 2) := fun w _ =>
    sub_nonneg.2 (Real.log_le_log (by positivity) (by gcongr))
  -- the boundary term at infinity is squeezed below (b² - a²)/w
  have h0 : Tendsto (fun w => w * (Real.log (b ^ 2 + w ^ 2) - Real.log (a ^ 2 + w ^ 2)))
      atTop (𝓝 0) := by
    refine squeeze_zero' (g := fun w => (b ^ 2 - a ^ 2) / w) ?_ ?_
      (tendsto_const_nhds.div_atTop tendsto_id)
    · filter_upwards [eventually_gt_atTop (0 : ℝ)] with w hw
      exact mul_nonneg hw.le (hp w hw)
    · filter_upwards [eventually_gt_atTop (0 : ℝ)] with w hw
      have hA : 0 < a ^ 2 + w ^ 2 := by positivity
      have hB : 0 < b ^ 2 + w ^ 2 := by positivity
      have h := Real.log_le_sub_one_of_pos (div_pos hB hA)
      rw [Real.log_div hB.ne' hA.ne'] at h
      have h3 := mul_le_mul_of_nonneg_right h hA.le
      rw [sub_mul (_ / _), div_mul_cancel₀ _ hA.ne'] at h3
      rw [le_div_iff₀ hw]
      nlinarith [mul_nonneg (hp w hw) (sq_nonneg a)]
  have hat : ∀ c : ℝ, 0 < c →
      Tendsto (fun w => 2 * c * Real.arctan (w / c)) atTop (𝓝 (2 * c * (π / 2))) :=
    fun c hc => ((Real.tendsto_arctan_atTop.mono_right nhdsWithin_le_nhds).comp
      (tendsto_id.atTop_div_const hc)).const_mul _
  have hl := h0.add ((hat b hb).sub (hat a ha))
  refine ⟨integrableOn_Ioi_deriv_of_nonneg' hd hp hl,
    (integral_Ioi_of_hasDerivAt_of_nonneg' hd hp hl).trans ?_⟩
  simp only [zero_mul, zero_div, Real.arctan_zero, mul_zero]
  ring

/-- For `D, K > 0`, closed forms of the RPA, SOSEX and AXK energies in terms of `D`, `K` and `Ω`. -/
theorem energies_closed_form {D K : ℝ} (hD : 0 < D) (hK : 0 < K) :
    rpa D K = (rpaFreq D K - D - K) / 2 ∧
    sosex D K = (D + K - rpaFreq D K) / 4 ∧
    axk D K = (rpaFreq D K - D - D * K / rpaFreq D K) / 4 := by
  obtain ⟨hO, hsq⟩ := rpaFreq_pos_sq hD hK
  have hle : D ≤ rpaFreq D K := by nlinarith [mul_pos hD hK]
  have key : ∀ w, 1 + response D K w = (rpaFreq D K ^ 2 + w ^ 2) / (D ^ 2 + w ^ 2) := by
    intro w
    have h : D ^ 2 + w ^ 2 ≠ 0 := by positivity
    rw [hsq, response, eq_div_iff h, add_mul, div_mul_cancel₀ _ h]
    ring
  have e1 : (fun w => Real.log (1 + response D K w)) =
      fun w => Real.log (rpaFreq D K ^ 2 + w ^ 2) - Real.log (D ^ 2 + w ^ 2) := by
    funext w
    have h1 : rpaFreq D K ^ 2 + w ^ 2 ≠ 0 := by positivity
    have h2 : D ^ 2 + w ^ 2 ≠ 0 := by positivity
    rw [key, Real.log_div h1 h2]
  have e3 : (fun w => response D K w / (1 + response D K w)) =
      fun w => 2 * D * K / (rpaFreq D K ^ 2 + w ^ 2) := by
    funext w
    have h1 : rpaFreq D K ^ 2 + w ^ 2 ≠ 0 := by positivity
    have h2 : D ^ 2 + w ^ 2 ≠ 0 := by positivity
    rw [key, response]
    field_simp
  have hc : 0 ≤ 2 * D * K := by positivity
  -- the three elementary frequency integrals
  obtain ⟨i1, v1⟩ := log_integral hD hle
  have i2 : IntegrableOn (fun w => response D K w) (Ioi 0) volume :=
    (lorentzian_integral hD hc).1
  have v2 : ∫ w in Ioi (0 : ℝ), response D K w = K * π := by
    refine (lorentzian_integral hD hc).2.trans ?_
    rw [div_eq_iff (mul_pos two_pos hD).ne']
    ring
  obtain ⟨i3, v3⟩ := lorentzian_integral hO hc
  rw [← e1] at i1 v1
  rw [← e3] at i3 v3
  have e : π * π⁻¹ = 1 := mul_inv_cancel₀ Real.pi_ne_zero
  refine ⟨?_, ?_, ?_⟩
  · rw [rpa, integral_sub i1 i2, v1, v2]
    linear_combination (rpaFreq D K - D - K) / 2 * e
  · rw [sosex, integral_sub i2 i1, v1, v2]
    linear_combination (D + K - rpaFreq D K) / 4 * e
  · rw [axk, integral_sub i1 i3, v1, v3]
    linear_combination (rpaFreq D K - D - D * K / rpaFreq D K) / 4 * e

/-- For `D, K > 0` the AXK correction is the SOSEX correction multiplied by `D/Ω`. -/
theorem axk_eq_ratio_mul_sosex {D K : ℝ} (hD : 0 < D) (hK : 0 < K) :
    axk D K = D / rpaFreq D K * sosex D K := by
  obtain ⟨hO, hsq⟩ := rpaFreq_pos_sq hD hK
  obtain ⟨-, h2, h3⟩ := energies_closed_form hD hK
  have e : rpaFreq D K * (rpaFreq D K)⁻¹ = 1 := mul_inv_cancel₀ hO.ne'
  rw [h2, h3]
  linear_combination (D - rpaFreq D K) / 4 * e + (rpaFreq D K)⁻¹ / 4 * hsq

/-- As the gap closes at fixed coupling `K > 0`, the RPA, SOSEX and AXK energies tend to
`-K/2`, `K/4` and `0`. -/
theorem small_gap_limits {K : ℝ} (hK : 0 < K) :
    Tendsto (fun D => rpa D K) (𝓝[>] 0) (𝓝 (-K / 2)) ∧
    Tendsto (fun D => sosex D K) (𝓝[>] 0) (𝓝 (K / 4)) ∧
    Tendsto (fun D => axk D K) (𝓝[>] 0) (𝓝 0) := by
  have hc : Continuous (fun D => rpaFreq D K) :=
    Real.continuous_sqrt.comp (by fun_prop : Continuous fun D : ℝ => D ^ 2 + 2 * D * K)
  have hz : rpaFreq 0 K = 0 := by simp [rpaFreq]
  have lim : ∀ (f : ℝ → ℝ) (l : ℝ), Continuous f → f 0 = l → Tendsto f (𝓝[>] 0) (𝓝 l) :=
    fun f l hf h => h ▸ (hf.tendsto 0).mono_left nhdsWithin_le_nhds
  refine ⟨?_, ?_, ?_⟩
  · refine (lim (fun D => (rpaFreq D K - D - K) / 2) _ (by fun_prop)
      (by simp only [hz]; ring)).congr' ?_
    filter_upwards [self_mem_nhdsWithin] with D hD
    exact (energies_closed_form hD hK).1.symm
  · refine (lim (fun D => (D + K - rpaFreq D K) / 4) _ (by fun_prop)
      (by simp only [hz]; ring)).congr' ?_
    filter_upwards [self_mem_nhdsWithin] with D hD
    exact (energies_closed_form hD hK).2.1.symm
  · -- AXK lies between -D/4 and Ω/4
    refine tendsto_of_tendsto_of_tendsto_of_le_of_le'
      (lim (fun D => -D / 4) 0 (by fun_prop) (by simp))
      (lim (fun D => rpaFreq D K / 4) 0 (by fun_prop) (by simp only [hz]; ring)) ?_ ?_
    · filter_upwards [self_mem_nhdsWithin] with D hD
      have hD' : 0 < D := hD
      obtain ⟨hO, hsq⟩ := rpaFreq_pos_sq hD' hK
      have h : D * K / rpaFreq D K ≤ rpaFreq D K := by
        rw [div_le_iff₀ hO]
        nlinarith [mul_pos hD' hK, sq_nonneg D]
      rw [(energies_closed_form hD' hK).2.2]
      linarith
    · filter_upwards [self_mem_nhdsWithin] with D hD
      have hD' : 0 < D := hD
      have hO := (rpaFreq_pos_sq hD' hK).1
      have h : 0 < D * K / rpaFreq D K := by positivity
      rw [(energies_closed_form hD' hK).2.2]
      linarith

/-- As the gap grows at fixed coupling `K > 0`, the RPA, SOSEX and AXK energies multiplied
by `D` tend to `-K²/4`, `K²/8` and `K²/8`. -/
theorem large_gap_limits {K : ℝ} (hK : 0 < K) :
    Tendsto (fun D => D * rpa D K) atTop (𝓝 (-K ^ 2 / 4)) ∧
    Tendsto (fun D => D * sosex D K) atTop (𝓝 (K ^ 2 / 8)) ∧
    Tendsto (fun D => D * axk D K) atTop (𝓝 (K ^ 2 / 8)) := by
  have hu : Tendsto (fun D : ℝ => D⁻¹) atTop (𝓝 0) := tendsto_inv_atTop_zero
  have hS : Tendsto (fun D : ℝ => Real.sqrt (1 + 2 * K * D⁻¹)) atTop (𝓝 1) := by
    have h := ((hu.const_mul (2 * K)).const_add 1).sqrt
    rwa [mul_zero, add_zero, Real.sqrt_one] at h
  have hfreq : ∀ D : ℝ, 0 < D → rpaFreq D K = D * Real.sqrt (1 + 2 * K * D⁻¹) := by
    intro D hD
    have h : D ^ 2 + 2 * D * K = D ^ 2 * (1 + 2 * K * D⁻¹) := by
      linear_combination (-2 * K * D) * mul_inv_cancel₀ hD.ne'
    rw [rpaFreq, h, Real.sqrt_mul (sq_nonneg D), Real.sqrt_sq hD.le]
  have hsos : Tendsto (fun D => D * sosex D K) atTop (𝓝 (K ^ 2 / 8)) := by
    have h := (tendsto_const_nhds : Tendsto (fun _ : ℝ => K ^ 2) atTop (𝓝 (K ^ 2))).div
      ((((hu.const_mul K).add_const 1).add hS).const_mul 4) (by norm_num)
    have e : K ^ 2 / (4 * (K * 0 + 1 + 1)) = K ^ 2 / 8 := by norm_num
    rw [e] at h
    refine h.congr' ?_
    filter_upwards [eventually_gt_atTop (0 : ℝ)] with D hD
    have e1 : D * D⁻¹ = 1 := mul_inv_cancel₀ hD.ne'
    have e2 : Real.sqrt (1 + 2 * K * D⁻¹) ^ 2 = 1 + 2 * K * D⁻¹ :=
      Real.sq_sqrt (by positivity)
    have hne : 4 * (K * D⁻¹ + 1 + Real.sqrt (1 + 2 * K * D⁻¹)) ≠ 0 := by positivity
    rw [(energies_closed_form hD hK).2.1, hfreq D hD]
    -- rationalise D + K - Ω
    refine ((eq_div_iff hne).2 ?_).symm
    linear_combination
      ((D + K - D * Real.sqrt (1 + 2 * K * D⁻¹)) * K - 2 * K * D) * e1 - D ^ 2 * e2
  refine ⟨?_, hsos, ?_⟩
  · have h := hsos.const_mul (-2)
    have e : -2 * (K ^ 2 / 8) = -K ^ 2 / 4 := by ring
    rw [e] at h
    refine h.congr' ?_
    filter_upwards [eventually_gt_atTop (0 : ℝ)] with D hD
    rw [(energies_closed_form hD hK).1, (energies_closed_form hD hK).2.1]
    ring
  · have h := (hS.inv₀ one_ne_zero).mul hsos
    rw [inv_one, one_mul] at h
    refine h.congr' ?_
    filter_upwards [eventually_gt_atTop (0 : ℝ)] with D hD
    have hs : 0 < Real.sqrt (1 + 2 * K * D⁻¹) := Real.sqrt_pos.2 (by positivity)
    have hr : D / (D * Real.sqrt (1 + 2 * K * D⁻¹)) = (Real.sqrt (1 + 2 * K * D⁻¹))⁻¹ := by
      rw [div_eq_iff (mul_pos hD hs).ne', mul_comm D, inv_mul_cancel_left₀ hs.ne']
    rw [axk_eq_ratio_mul_sosex hD hK, hfreq D hD, hr]
    ring

end

end RPAExchangeCorrections
```

```lean
#print axioms RPAExchangeCorrections.small_gap_limits
-- 'RPAExchangeCorrections.small_gap_limits' depends on axioms: [propext, Classical.choice, Quot.sound]
#print axioms RPAExchangeCorrections.large_gap_limits
-- 'RPAExchangeCorrections.large_gap_limits' depends on axioms: [propext, Classical.choice, Quot.sound]
```

## How the proof follows the calculation

`rpaFreq_pos_sq` supplies $\Omega>0$ and $\Omega^2=D^2+2DK$. `hasDerivAt_arctan_div` is the arctangent derivative.

`lorentzian_integral` and `log_integral` each hand Mathlib an antiderivative (`hd`), a non-negative integrand (`hp`) and a limit at infinity (`hl`). This yields integrability together with the value. In `log_integral`, `he` is the cancellation to $2$, and `h0` is the squeeze of the boundary term, based on `Real.log_le_sub_one_of_pos`. The assumption `a ≤ b` makes the integrand non-negative.

In `energies_closed_form`, `key` is the quotient formula for $1+x$, while `e1` and `e3` rewrite $\ln(1+x)$ and $x/(1+x)$. `integral_sub` then splits each energy into two known integrals, and `linear_combination` cancels $\pi$. The ratio theorem follows from the closed forms and $\Omega^2=D^2+2DK$, again by `linear_combination`.

For the small gap, `lim` evaluates continuous expressions at $D=0$, and `congr'` transfers the limit to the energies, which equal those expressions for $D>0$. AXK uses the two bounds derived above. For the large gap, `hfreq` is $\Omega=Ds$ and `hsos` contains the rationalisation. The RPA and AXK limits follow from `hsos` by the factors $-2$ and $1/s$.
